# Zero-field polarizability of a two-fragment charge-transfer model: \(R^2/k\) for a quadratic cost, zero for a piecewise-linear cost

## Transferred charge, dipole and two energies

Two equal fragments are separated by \(R\) along a uniform field \(F\). A charge \(q\in[-1,1]\), in units of the elementary charge, moves from one to the other and creates the dipole \(Rq\), whose energy in the field is \(-FRq\). The two energies to be compared differ in the cost of the transfer:

\[
E_{\mathrm c}(q)=\frac{k q^2}{2}-FRq,\qquad
E_{\mathrm l}(q)=G|q|-FRq .
\]

The constant \(k\) stands for the summed curvatures of the two fragment energies as functions of electron number. The constant \(G\) stands for the ionization energy of a fragment minus its electron affinity, which is the cost of moving one electron between distant fragments. Both are given numbers here, independent of \(R\) and \(F\), and the Coulomb attraction between the charged fragments is left out.

A ground charge minimizes the energy on \([-1,1]\). It is unique if every other charge in the interval has a strictly higher energy.

In electronic structure, a convex curvature in fractional charge is a form of delocalization error. In this model, with a single charge variable and fixed costs, a purely quadratic cost, which is convex and has no kink at \(q=0\), gives a polarizability that grows as \(R^2\). Curvature alone is not enough: the mixed cost discussed below is also curved, but its kink at \(q=0\) suppresses the response to weak fields.

## Response, thresholds and polarizability

In Lean the energies are `curvedEnergy k R F` and `linearEnergy G R F`, each a function of the real number `q`. The predicates `IsGroundCharge` and `IsUniqueGroundCharge` include membership in `Icc (-1 : ℝ) 1`. All parameters are real, so \(R\) may be a signed separation, and \(R>0\) is a special case.

- `curved_response`: if \(k>0\) and \(|FR|\le k\), the unique ground charge is \(FR/k\) and the dipole is \(R^2F/k\).
- `curved_saturation`: if \(k>0\) and \(|FR|>k\), the unique ground charge is \(\pm1\), with the sign of \(FR\).
- `linear_no_transfer_iff`: for the piecewise-linear energy, \(q=0\) is the unique ground charge exactly when \(|FR|<G\).
- `linear_jump`: if \(G\ge0\) and \(|FR|>G\), the unique ground charge is \(\pm1\), again with the sign of \(FR\).
- `curved_polarizability` and `linear_polarizability`: the derivative of the dipole with respect to \(F\) at \(F=0\) is \(R^2/k\) for \(k>0\), and \(0\) for \(G>0\).

The last two theorems take a function `q : ℝ → ℝ` that gives a ground charge at every field. No continuity in \(F\) is assumed. Such a function exists because both energies are continuous in the charge, and `exists_groundCharge` supplies a minimizer at each field.

## Completing the square

Let \(q_0=FR/k\). Then

\[
E_{\mathrm c}(q)=\frac k2(q-q_0)^2-\frac{(FR)^2}{2k},
\qquad
E_{\mathrm c}(q)-E_{\mathrm c}(q_0)=\frac k2(q-q_0)^2 .
\]

The difference is positive for \(q\ne q_0\), and \(|FR|\le k\) places \(q_0\) in \([-1,1]\). The dipole is \(Rq_0=R^2F/k\).

If \(FR>k\), compare with \(q=1\):

\[
E_{\mathrm c}(q)-E_{\mathrm c}(1)=(1-q)\left[FR-\frac{k(1+q)}2\right].
\]

For \(q<1\) the bracket exceeds \(FR-k>0\), so both factors are positive. If \(-FR>k\), the comparison with \(q=-1\) gives \((1+q)[-FR-k(1-q)/2]\), which is positive for \(q>-1\).

## Field energy against a linear cost

Since \(FRq\le|FR||q|\),

\[
E_{\mathrm l}(q)-E_{\mathrm l}(0)\ge(G-|FR|)\,|q| ,
\]

which is positive for \(q\neq0\) when \(|FR|<G\). Conversely, if \(0\) is the unique ground charge, the trial charges \(q=1\) and \(q=-1\) give \(G-FR>0\) and \(G+FR>0\), hence \(|FR|<G\).

Above the threshold, with \(FR>G\ge0\), the inequality \(G|q|\ge Gq\) gives

\[
E_{\mathrm l}(q)-E_{\mathrm l}(1)\ge(1-q)(FR-G)>0\qquad(q<1).
\]

For \(-FR>G\), use \(G|q|\ge-Gq\) to obtain the lower bound \((1+q)(-FR-G)\) relative to \(q=-1\).

For fixed \(R\), all sufficiently weak fields lie below either positive threshold. Near \(F=0\) the dipole is therefore \(R^2F/k\) in the curved case and \(0\) in the piecewise-linear case, and differentiation gives the two polarizabilities.

## Zero cost, and a cost with both terms

Positivity of \(k\) or \(G\) can't be weakened to non-negativity in the polarizability theorems. With \(k=0\) or \(G=0\), and \(R=1\), the energy is \(-Fq\). The dipole is then \(1\) for \(F>0\) and \(-1\) for \(F<0\), so it has no derivative at zero field.

The estimate for the linear cost also handles, by hand, the mixed cost \(G|q|+kq^2/2\) with \(k>0\). The energy relative to \(q=0\) is at least \((G-|FR|)|q|+kq^2/2\), so no charge moves for \(|FR|\le G\). For \(G>0\) the zero-field polarizability vanishes despite the curvature.

## The Lean file

```lean
import Mathlib

open Set Filter Topology

namespace FieldInducedChargeTransfer

noncomputable section

/-- Energy of two equal fragments at separation `R` in a field `F` after transfer of the
charge `q`, with a quadratic transfer cost of curvature `k`. -/
def curvedEnergy (k R F q : ℝ) : ℝ := k * q ^ 2 / 2 - F * R * q

/-- Energy of the same fragments with a piecewise-linear transfer cost of slope `G`. -/
def linearEnergy (G R F q : ℝ) : ℝ := G * |q| - F * R * q

/-- Dipole moment of a charge `q` transferred over the distance `R`. -/
def dipole (R q : ℝ) : ℝ := R * q

/-- The charge `q` lies in `[-1, 1]` and minimizes the energy `E` there. -/
def IsGroundCharge (E : ℝ → ℝ) (q : ℝ) : Prop :=
  q ∈ Icc (-1 : ℝ) 1 ∧ ∀ p ∈ Icc (-1 : ℝ) 1, E q ≤ E p

/-- The charge `q` lies in `[-1, 1]` and every other charge there has a strictly higher
energy `E`. -/
def IsUniqueGroundCharge (E : ℝ → ℝ) (q : ℝ) : Prop :=
  q ∈ Icc (-1 : ℝ) 1 ∧ ∀ p ∈ Icc (-1 : ℝ) 1, p ≠ q → E q < E p

/-- Every continuous energy has a ground charge. -/
theorem exists_groundCharge {E : ℝ → ℝ} (hE : Continuous E) :
    ∃ q, IsGroundCharge E q := by
  obtain ⟨q, hq, hm⟩ := (isCompact_Icc (a := (-1 : ℝ)) (b := 1)).exists_isMinOn
    ⟨0, by norm_num⟩ hE.continuousOn
  exact ⟨q, hq, isMinOn_iff.1 hm⟩

/-- If an energy has a unique ground charge, any ground charge equals it. -/
theorem IsUniqueGroundCharge.eq {E : ℝ → ℝ} {q₀ q : ℝ}
    (h₀ : IsUniqueGroundCharge E q₀) (hq : IsGroundCharge E q) : q = q₀ := by
  by_contra hne
  exact absurd (hq.2 q₀ h₀.1) (not_le_of_gt (h₀.2 q hq.1 hne))

/-- For curvature `k > 0` and `|F R| ≤ k`, the quadratic energy has the unique ground charge
`F R / k`, and the ground-state dipole is `R² F / k`. -/
theorem curved_response {k R F : ℝ} (hk : 0 < k) (h : |F * R| ≤ k) :
    IsUniqueGroundCharge (curvedEnergy k R F) (F * R / k) ∧
      ∀ q, IsGroundCharge (curvedEnergy k R F) q → dipole R q = R ^ 2 * F / k := by
  have hmin : IsUniqueGroundCharge (curvedEnergy k R F) (F * R / k) := by
    obtain ⟨hl, hu⟩ := abs_le.1 h
    refine ⟨⟨?_, ?_⟩, ?_⟩
    · rw [le_div_iff₀ hk]
      linarith
    · rw [div_le_iff₀ hk]
      linarith
    · intro q _ hne
      -- complete the square around the optimal charge
      have hsq : curvedEnergy k R F q - curvedEnergy k R F (F * R / k)
          = k / 2 * (q - F * R / k) ^ 2 := by
        have hk0 : k ≠ 0 := hk.ne'
        unfold curvedEnergy
        field_simp
        ring
      have hpos : 0 < (q - F * R / k) ^ 2 :=
        lt_of_le_of_ne (sq_nonneg _) (pow_ne_zero 2 (sub_ne_zero.2 hne)).symm
      have := mul_pos (half_pos hk) hpos
      linarith
  refine ⟨hmin, fun q hq => ?_⟩
  rw [hmin.eq hq, dipole]
  ring

/-- For curvature `k > 0`, a field with `|F R| > k` transfers one full unit of charge, in the
direction given by the sign of `F R`. -/
theorem curved_saturation {k R F : ℝ} (hk : 0 < k) :
    (k < F * R → IsUniqueGroundCharge (curvedEnergy k R F) 1) ∧
      (k < -(F * R) → IsUniqueGroundCharge (curvedEnergy k R F) (-1)) := by
  constructor
  · intro h
    refine ⟨by norm_num, fun q hq hne => ?_⟩
    have h1 : 0 < 1 - q := sub_pos.2 (lt_of_le_of_ne hq.2 hne)
    have h2 : 0 < F * R - k * (1 + q) / 2 := by nlinarith [mul_pos hk h1]
    unfold curvedEnergy
    nlinarith [mul_pos h1 h2]
  · intro h
    refine ⟨by norm_num, fun q hq hne => ?_⟩
    have h1 : 0 < q - (-1) := sub_pos.2 (lt_of_le_of_ne hq.1 hne.symm)
    have h2 : 0 < -(F * R) - k * (1 - q) / 2 := by nlinarith [mul_pos hk h1]
    unfold curvedEnergy
    nlinarith [mul_pos h1 h2]

/-- For the piecewise-linear energy, zero transfer is the unique ground charge exactly when
`|F R| < G`. -/
theorem linear_no_transfer_iff {G R F : ℝ} :
    IsUniqueGroundCharge (linearEnergy G R F) 0 ↔ |F * R| < G := by
  constructor
  · intro h
    -- compare with the transfer of a full charge in either direction
    have h1 := h.2 1 (by norm_num) (by norm_num)
    have h2 := h.2 (-1) (by norm_num) (by norm_num)
    unfold linearEnergy at h1 h2
    rw [abs_zero, abs_one] at h1
    rw [abs_zero, abs_neg, abs_one] at h2
    rw [abs_lt]
    constructor <;> linarith
  · intro h
    refine ⟨by norm_num, fun q _ hne => ?_⟩
    -- the field energy gained is smaller than the transfer cost
    have h1 := mul_lt_mul_of_pos_right h (abs_pos.2 hne)
    have h2 := le_abs_self (F * R * q)
    rw [abs_mul (F * R) q] at h2
    unfold linearEnergy
    rw [abs_zero]
    linarith

/-- For slope `G ≥ 0`, a field with `|F R| > G` transfers one full unit of charge in the
piecewise-linear energy, in the direction given by the sign of `F R`. -/
theorem linear_jump {G R F : ℝ} (hG : 0 ≤ G) :
    (G < F * R → IsUniqueGroundCharge (linearEnergy G R F) 1) ∧
      (G < -(F * R) → IsUniqueGroundCharge (linearEnergy G R F) (-1)) := by
  constructor
  · intro h
    refine ⟨by norm_num, fun q hq hne => ?_⟩
    have h1 : 0 < 1 - q := sub_pos.2 (lt_of_le_of_ne hq.2 hne)
    have h2 := mul_le_mul_of_nonneg_left (le_abs_self q) hG
    unfold linearEnergy
    rw [abs_one]
    nlinarith [mul_pos h1 (sub_pos.2 h)]
  · intro h
    refine ⟨by norm_num, fun q hq hne => ?_⟩
    have h1 : 0 < q - (-1) := sub_pos.2 (lt_of_le_of_ne hq.1 hne.symm)
    have h2 := mul_le_mul_of_nonneg_left (neg_le_abs q) hG
    unfold linearEnergy
    rw [abs_neg, abs_one]
    nlinarith [mul_pos h1 (sub_pos.2 h)]

/-- For a threshold `c > 0` and fixed `R`, all sufficiently weak fields satisfy
`|F R| < c`. -/
theorem eventually_weak_field {c : ℝ} (R : ℝ) (hc : 0 < c) :
    ∀ᶠ F in 𝓝 (0 : ℝ), |F * R| < c := by
  have hcont : Continuous fun F : ℝ => |F * R| := by fun_prop
  exact hcont.continuousAt.eventually_lt continuousAt_const (by simpa using hc)

/-- For curvature `k > 0`, the ground-state dipole of the quadratic energy has the zero-field
polarizability `R² / k`. -/
theorem curved_polarizability {k R : ℝ} (hk : 0 < k) {q : ℝ → ℝ}
    (hq : ∀ F, IsGroundCharge (curvedEnergy k R F) (q F)) :
    HasDerivAt (fun F => dipole R (q F)) (R ^ 2 / k) 0 := by
  have hlin : HasDerivAt (fun F : ℝ => R ^ 2 / k * F) (R ^ 2 / k) 0 :=
    ((hasDerivAt_id' (0 : ℝ)).const_mul (R ^ 2 / k)).congr_deriv (mul_one _)
  refine hlin.congr_of_eventuallyEq ?_
  filter_upwards [eventually_weak_field R hk] with F hF
  rw [(curved_response hk hF.le).2 (q F) (hq F)]
  ring

/-- For slope `G > 0`, the ground-state dipole of the piecewise-linear energy has zero
polarizability at zero field, at every separation `R`. -/
theorem linear_polarizability {G R : ℝ} (hG : 0 < G) {q : ℝ → ℝ}
    (hq : ∀ F, IsGroundCharge (linearEnergy G R F) (q F)) :
    HasDerivAt (fun F => dipole R (q F)) 0 0 := by
  refine (hasDerivAt_const (0 : ℝ) (0 : ℝ)).congr_of_eventuallyEq ?_
  filter_upwards [eventually_weak_field R hG] with F hF
  rw [(linear_no_transfer_iff.2 hF).eq (hq F), dipole, mul_zero]

end

end FieldInducedChargeTransfer
```

```lean
#print axioms FieldInducedChargeTransfer.curved_saturation
#print axioms FieldInducedChargeTransfer.linear_jump
#print axioms FieldInducedChargeTransfer.curved_polarizability
#print axioms FieldInducedChargeTransfer.linear_polarizability
```

```
'FieldInducedChargeTransfer.curved_saturation' depends on axioms: [propext, Classical.choice, Quot.sound]
'FieldInducedChargeTransfer.linear_jump' depends on axioms: [propext, Classical.choice, Quot.sound]
'FieldInducedChargeTransfer.curved_polarizability' depends on axioms: [propext, Classical.choice, Quot.sound]
'FieldInducedChargeTransfer.linear_polarizability' depends on axioms: [propext, Classical.choice, Quot.sound]
```

## From energy differences to derivatives

`exists_groundCharge` uses compactness of the interval. `IsUniqueGroundCharge.eq` shows that any ground charge equals the unique one: otherwise its energy would be both strictly higher and no higher.

In `curved_response`, the two bounds from `abs_le` place \(FR/k\) in the interval. The identity `hsq` is the completed square, checked by `field_simp` and `ring`, and `hpos` makes the square positive. The dipole formula then follows from `IsUniqueGroundCharge.eq`.

In `curved_saturation`, `h1` and `h2` are the two positive factors found above, and `nlinarith` uses their product. In `linear_jump`, `h2` is instead the bound on \(G|q|\), and the product passed to `nlinarith` is the lower bound on the energy difference.

The forward direction of `linear_no_transfer_iff` evaluates the hypothesis at \(1\) and \(-1\). The reverse direction combines \(|FR||q|<G|q|\) with \(FRq\le|FRq|\).

`eventually_weak_field` derives the weak-field condition from continuity of \(|FR|\) in \(F\). Both polarizability proofs then use `congr_of_eventuallyEq`: the dipole agrees near zero field with a linear function or with the constant zero, so it has the same derivative there.
